# An exact three-valued auxiliary field for exp(c m²), with c > 0 and integer |m| ≤ 2

In some lattice models of electrons, the interaction is quadratic in the charge of each site. An auxiliary-field Monte Carlo simulation of such a model can replace each interaction factor of a time step by a sum over a field whose terms are exponentials linear in the charge, and then sample the field. For an attractive interaction and integer charges from −2 to 2, a field with three values does this without error.

Let \(m\) be the charge and \(c>0\) the strength of the factor \(e^{cm^2}\). For an on-site energy \(-\tfrac U2 m^2\) with \(U>0\) and a time step \(\Delta\tau\), \(c=\Delta\tau\,U/2\). Put \(q=e^c\) and

\[
w=\frac{2}{q^2+2q+3},\qquad C=\frac{q^3+q^2+q-1}{2},\qquad l=\log\!\left(C+\sqrt{C^2-1}\right).
\]

Then \(0<w<1\), \(l>0\), \(\cosh l=C\), and

\[
e^{cm^2}=1-w+w\cosh(lm)\qquad (m=-2,-1,0,1,2).
\]

## Where a code uses the identity

A site with two orbitals holds zero to four electrons, so its charge relative to half filling, \(m=n-2\) with \(n\) the number of electrons on the site, lies in the required range. Label the field values \(x_0,x_1,x_2=-1,0,1\) and their probabilities \(p_0,p_1,p_2=w/2,\,1-w,\,w/2\). The identity becomes

\[
e^{cm^2}=\sum_{s=0}^{2}p_s\,e^{l x_s m}.
\]

With one independent field label \(s_i\) per site \(i\), multiplying over a finite lattice gives

\[
e^{c\sum_i m_i^2}=\sum_{s}\Big(\prod_i p_{s_i}\Big)\,e^{\,l\sum_i x_{s_i}m_i},
\]

where \(s\) runs over all assignments of labels to sites.

## Fixing the weight and the coupling

The denominator of \(w\) exceeds 2, so \(0<w<1\). Since \(q>1\), we have \(C>1\). With \(r=\sqrt{C^2-1}\), \((C+r)(C-r)=1\), so \(e^l=C+r\) and \(e^{-l}=C-r\). Hence \(\cosh l=C\), and \(l>0\) because \(C+r>1\).

For \(m=0\) both sides are 1. For \(|m|=1\), factorise

\[
C-1=\frac{q^3+q^2+q-3}{2}=\frac{(q-1)(q^2+2q+3)}{2},
\]

so \(w(C-1)=q-1\) and \(1-w+wC=q\). For \(|m|=2\), use \(\cosh 2l=2C^2-1\) and \(2(C+1)=q^3+q^2+q+1\):

\[
1-w+w\cosh 2l=1+2w(C-1)(C+1)=1+(q-1)(q^3+q^2+q+1)=q^4 .
\]

Conversely, suppose a real \(w'\) and some \(l'>0\) satisfy the identities at \(m=1\) and \(m=2\), and let \(K=\cosh l'\). Then \(w'(K-1)=q-1\) and \(2w'(K-1)(K+1)=q^4-1\). Dividing gives \(2(K+1)=q^3+q^2+q+1\), so \(K=C\), and therefore \(w'=w\) and \(l'=l\).

At \(m=3\), \(\cosh 3l=4C^3-3C\) and \(4C^3-3C-1=(C-1)(2C+1)^2\). The three-valued average is therefore \(1+(q-1)(q^3+q^2+q)^2\), and

\[
q^9-1-(q-1)(q^3+q^2+q)^2=(q-1)^3(q^2+q+1)(q+1)^2(q^2+1)>0 .
\]

The average falls short of \(e^{9c}\) for every \(c>0\).

## The Lean file

```lean
import Mathlib

open Finset

namespace ThreeValuedField

noncomputable section

/-- The total probability `w` of the two nonzero values of the auxiliary field. -/
def fieldWeight (c : ℝ) : ℝ := 2 / (Real.exp c ^ 2 + 2 * Real.exp c + 3)

/-- The prescribed hyperbolic cosine of the coupling between field and charge. -/
def fieldCosh (c : ℝ) : ℝ := (Real.exp c ^ 3 + Real.exp c ^ 2 + Real.exp c - 1) / 2

/-- The coupling `l` between field and charge, written as an explicit logarithm. -/
def fieldCoupling (c : ℝ) : ℝ :=
  Real.log (fieldCosh c + Real.sqrt (fieldCosh c ^ 2 - 1))

/-- The three values `-1, 0, 1` of the auxiliary field. -/
def fieldValue : Fin 3 → ℝ := ![-1, 0, 1]

/-- The probabilities `w/2, 1-w, w/2` of the three field values. -/
def fieldProb (c : ℝ) : Fin 3 → ℝ :=
  ![fieldWeight c / 2, 1 - fieldWeight c, fieldWeight c / 2]

/-- The weight `w` lies strictly between zero and one. -/
theorem fieldWeight_pos_lt_one (c : ℝ) : 0 < fieldWeight c ∧ fieldWeight c < 1 := by
  have hq := Real.exp_pos c
  unfold fieldWeight
  refine ⟨by positivity, ?_⟩
  rw [div_lt_one (by positivity)]
  nlinarith [sq_nonneg (Real.exp c)]

/-- For every real `c`, the weight times `fieldCosh c - 1` equals `exp c - 1`. -/
theorem fieldWeight_mul (c : ℝ) :
    fieldWeight c * (fieldCosh c - 1) = Real.exp c - 1 := by
  have hq := Real.exp_pos c
  have hD : Real.exp c ^ 2 + 2 * Real.exp c + 3 ≠ 0 := by positivity
  unfold fieldWeight fieldCosh
  rw [div_mul_eq_mul_div, div_eq_iff hD]
  ring

/-- For `c > 0` the coupling is positive and has the prescribed hyperbolic cosine. -/
theorem fieldCoupling_spec {c : ℝ} (hc : 0 < c) :
    0 < fieldCoupling c ∧ Real.cosh (fieldCoupling c) = fieldCosh c := by
  have hq : 1 < Real.exp c := Real.one_lt_exp_iff.mpr hc
  have hC : 1 < fieldCosh c := by
    have h2 : 1 < Real.exp c ^ 2 := by nlinarith
    have h3 : 1 < Real.exp c ^ 3 := by nlinarith
    unfold fieldCosh
    linarith
  have hs : Real.sqrt (fieldCosh c ^ 2 - 1) ^ 2 = fieldCosh c ^ 2 - 1 :=
    Real.sq_sqrt (by nlinarith)
  have hs0 := Real.sqrt_nonneg (fieldCosh c ^ 2 - 1)
  unfold fieldCoupling
  refine ⟨Real.log_pos (by linarith), ?_⟩
  -- the two roots C ± √(C² - 1) are inverse to each other
  have hinv : (fieldCosh c + Real.sqrt (fieldCosh c ^ 2 - 1))⁻¹
      = fieldCosh c - Real.sqrt (fieldCosh c ^ 2 - 1) :=
    inv_eq_of_mul_eq_one_right (by linear_combination (-1) * hs)
  rw [Real.cosh_eq, Real.exp_neg, Real.exp_log (by linarith), hinv]
  ring

/-- For `c > 0` and every integer charge from `-2` to `2`, the interaction factor
`exp (c m²)` equals `1 - w + w cosh (l m)`. -/
theorem exp_sq_eq_three_valued {c : ℝ} (hc : 0 < c) (m : ℤ) (h₁ : -2 ≤ m) (h₂ : m ≤ 2) :
    Real.exp (c * (m : ℝ) ^ 2) =
      1 - fieldWeight c + fieldWeight c * Real.cosh (fieldCoupling c * m) := by
  have hl := (fieldCoupling_spec hc).2
  have hk := fieldWeight_mul c
  have hC : 2 * (fieldCosh c + 1) = Real.exp c ^ 3 + Real.exp c ^ 2 + Real.exp c + 1 := by
    unfold fieldCosh
    ring
  -- unit charge
  have e1 : Real.exp c =
      1 - fieldWeight c + fieldWeight c * Real.cosh (fieldCoupling c) := by
    rw [hl]
    linear_combination (-1) * hk
  -- double charge, by the double-angle formula
  have e2 : Real.exp (c * 4) =
      1 - fieldWeight c + fieldWeight c * Real.cosh (2 * fieldCoupling c) := by
    have h4 : Real.exp (c * 4) = Real.exp c ^ 4 := by
      rw [← Real.exp_nat_mul]
      congr 1
      push_cast
      ring
    have hd : Real.cosh (2 * fieldCoupling c) = 2 * fieldCosh c ^ 2 - 1 := by
      rw [← hl, Real.cosh_two_mul]
      linear_combination (-1) * Real.cosh_sq (fieldCoupling c)
    rw [h4, hd]
    linear_combination (-2) * (fieldCosh c + 1) * hk - (Real.exp c - 1) * hC
  have hm : m = -2 ∨ m = -1 ∨ m = 0 ∨ m = 1 ∨ m = 2 := by omega
  rcases hm with rfl | rfl | rfl | rfl | rfl
  · have a : c * ((-2 : ℤ) : ℝ) ^ 2 = c * 4 := by push_cast; ring
    have b : fieldCoupling c * ((-2 : ℤ) : ℝ) = -(2 * fieldCoupling c) := by
      push_cast; ring
    rw [a, b, Real.cosh_neg]
    exact e2
  · have a : c * ((-1 : ℤ) : ℝ) ^ 2 = c := by push_cast; ring
    have b : fieldCoupling c * ((-1 : ℤ) : ℝ) = -fieldCoupling c := by push_cast; ring
    rw [a, b, Real.cosh_neg]
    exact e1
  · simp
  · simpa using e1
  · have a : c * ((2 : ℤ) : ℝ) ^ 2 = c * 4 := by push_cast; ring
    have b : fieldCoupling c * ((2 : ℤ) : ℝ) = 2 * fieldCoupling c := by push_cast; ring
    rw [a, b]
    exact e2

/-- For `c > 0` and an integer charge `m` from `-2` to `2`, the interaction factor `exp (c m²)` is
the probability-weighted average of `exp (l s m)` over the three values `s` of the auxiliary field.
-/
theorem site_decoupling {c : ℝ} (hc : 0 < c) (m : ℤ) (h₁ : -2 ≤ m) (h₂ : m ≤ 2) :
    Real.exp (c * (m : ℝ) ^ 2) =
      ∑ s, fieldProb c s * Real.exp (fieldCoupling c * fieldValue s * m) := by
  rw [exp_sq_eq_three_valued hc m h₁ h₂, Real.cosh_eq, Fin.sum_univ_three]
  simp only [fieldProb, fieldValue, Matrix.cons_val, mul_neg, neg_mul, mul_one,
    mul_zero, zero_mul, Real.exp_zero]
  ring

/-- For `c > 0` and integer charges from `-2` to `2` on a finite lattice, the interaction factor
`exp (c ∑ mᵢ²)` is a sum over field configurations of exponentials linear in the charges, weighted
by the field probabilities. -/
theorem lattice_decoupling {ι : Type*} [Fintype ι] [DecidableEq ι] {c : ℝ} (hc : 0 < c)
    (m : ι → ℤ) (hm : ∀ i, -2 ≤ m i ∧ m i ≤ 2) :
    Real.exp (c * ∑ i, (m i : ℝ) ^ 2) =
      ∑ s : ι → Fin 3, (∏ i, fieldProb c (s i)) *
        Real.exp (fieldCoupling c * ∑ i, fieldValue (s i) * m i) := by
  calc Real.exp (c * ∑ i, (m i : ℝ) ^ 2)
      = ∏ i, Real.exp (c * (m i : ℝ) ^ 2) := by rw [Finset.mul_sum, Real.exp_sum]
    _ = ∏ i, ∑ s, fieldProb c s * Real.exp (fieldCoupling c * fieldValue s * m i) :=
        Finset.prod_congr rfl fun i _ => site_decoupling hc (m i) (hm i).1 (hm i).2
    _ = _ := by
        -- expand the product of sums into a sum over configurations
        rw [Finset.prod_univ_sum, Fintype.piFinset_univ]
        refine Finset.sum_congr rfl fun s _ => ?_
        rw [Finset.mul_sum, Real.exp_sum, ← Finset.prod_mul_distrib]
        refine Finset.prod_congr rfl fun i _ => ?_
        rw [mul_assoc (fieldCoupling c)]

/-- For `c > 0`, the identities for charges one and two, with a positive coupling, determine both
the weight and the coupling. -/
theorem parameters_unique {c w l : ℝ} (hc : 0 < c) (hl : 0 < l)
    (h1 : Real.exp c = 1 - w + w * Real.cosh l)
    (h2 : Real.exp (4 * c) = 1 - w + w * Real.cosh (2 * l)) :
    w = fieldWeight c ∧ l = fieldCoupling c := by
  have hq : 0 < Real.exp c - 1 := sub_pos.mpr (Real.one_lt_exp_iff.mpr hc)
  obtain ⟨hp, hcosh⟩ := fieldCoupling_spec hc
  have hk := fieldWeight_mul c
  have hC : 2 * (fieldCosh c + 1) = Real.exp c ^ 3 + Real.exp c ^ 2 + Real.exp c + 1 := by
    unfold fieldCosh
    ring
  have h4 : Real.exp (4 * c) = Real.exp c ^ 4 := by
    rw [← Real.exp_nat_mul]
    norm_num
  have hd : Real.cosh (2 * l) = 2 * Real.cosh l ^ 2 - 1 := by
    rw [Real.cosh_two_mul]
    linear_combination (-1) * Real.cosh_sq l
  rw [h4, hd] at h2
  -- dividing the two identities fixes cosh l
  have hK : Real.cosh l = fieldCosh c := by
    apply mul_left_cancel₀ hq.ne'
    linear_combination (Real.cosh l + 1) * h1 - (1 / 2) * h2 - (Real.exp c - 1) / 2 * hC
  constructor
  · have hne : fieldCosh c - 1 ≠ 0 := by
      intro h
      rw [h, mul_zero] at hk
      linarith
    apply mul_right_cancel₀ hne
    rw [hK] at h1
    linear_combination (-1) * h1 - hk
  · have he : Real.cosh l = Real.cosh (fieldCoupling c) := hK.trans hcosh.symm
    have h := le_antisymm (Real.cosh_le_cosh.1 he.le) (Real.cosh_le_cosh.1 he.ge)
    rwa [abs_of_pos hl, abs_of_pos hp] at h

/-- For `c > 0` and charge three, the three-valued expression is strictly smaller than the
interaction factor `exp (9 c)`. -/
theorem charge_three_lt {c : ℝ} (hc : 0 < c) :
    1 - fieldWeight c + fieldWeight c * Real.cosh (3 * fieldCoupling c)
      < Real.exp (9 * c) := by
  have hq : 0 < Real.exp c - 1 := sub_pos.mpr (Real.one_lt_exp_iff.mpr hc)
  have hk := fieldWeight_mul c
  have hC : 2 * fieldCosh c + 1 = Real.exp c ^ 3 + Real.exp c ^ 2 + Real.exp c := by
    unfold fieldCosh
    ring
  have h9 : Real.exp (9 * c) = Real.exp c ^ 9 := by
    rw [← Real.exp_nat_mul]
    norm_num
  have hL : 1 - fieldWeight c + fieldWeight c * (4 * fieldCosh c ^ 3 - 3 * fieldCosh c)
      = 1 + (Real.exp c - 1) * (Real.exp c ^ 3 + Real.exp c ^ 2 + Real.exp c) ^ 2 := by
    linear_combination (2 * fieldCosh c + 1) ^ 2 * hk + (Real.exp c - 1) *
      (2 * fieldCosh c + 1 + (Real.exp c ^ 3 + Real.exp c ^ 2 + Real.exp c)) * hC
  rw [Real.cosh_three_mul, (fieldCoupling_spec hc).2, hL, h9]
  -- the difference of the two sides factorises into positive terms
  have hpos := mul_pos (pow_pos hq 3) (show 0 < (Real.exp c ^ 2 + Real.exp c + 1) *
    ((Real.exp c + 1) ^ 2 * (Real.exp c ^ 2 + 1)) by positivity)
  nlinarith [hpos]

end

end ThreeValuedField
```

```lean
#print axioms ThreeValuedField.exp_sq_eq_three_valued
#print axioms ThreeValuedField.lattice_decoupling
#print axioms ThreeValuedField.parameters_unique
#print axioms ThreeValuedField.charge_three_lt
```

```
'ThreeValuedField.exp_sq_eq_three_valued' depends on axioms: [propext, Classical.choice, Quot.sound]
'ThreeValuedField.lattice_decoupling' depends on axioms: [propext, Classical.choice, Quot.sound]
'ThreeValuedField.parameters_unique' depends on axioms: [propext, Classical.choice, Quot.sound]
'ThreeValuedField.charge_three_lt' depends on axioms: [propext, Classical.choice, Quot.sound]
```

## What the theorems say, and how they are proved

`fieldWeight c`, `fieldCosh c` and `fieldCoupling c` are \(w\), \(C\) and \(l\). The charge is an integer `m : ℤ`, converted to a real number inside the exponentials. `fieldValue` and `fieldProb` list \(x_s\) and \(p_s\), with labels in `Fin 3`.

- `fieldWeight_pos_lt_one` bounds \(w\), and `fieldWeight_mul` clears the denominator to obtain \(w(C-1)=q-1\). `fieldCoupling_spec` uses the reciprocal pair \(C\pm r\).
- `exp_sq_eq_three_valued` is the main identity. Its steps `e1` and `e2` are the cases \(|m|=1\) and \(|m|=2\); `linear_combination` carries out the algebra above, and `omega` reduces the integer range to five cases.
- `site_decoupling` writes the hyperbolic cosine as exponentials. `lattice_decoupling` turns the exponential of a sum into a product and expands that product over field configurations, for any finite set of sites `ι` with a common \(c\).
- `parameters_unique` performs the division by cancelling \(q-1\), then recovers \(l\) from its hyperbolic cosine and its sign.
- `charge_three_lt` proves the strict inequality from the factorised difference.

## Range of validity in a simulation

Exactness stops at \(|m|=2\). Take \(c=\log 2\), so \(q=2\), \(w=2/11\) and \(C=13/2\). At \(m=3\) the average is 197, while \(e^{9c}=512\). A code that admits charge 3 with these parameters gives that charge too small a weight. The gap depends strongly on \(c\): by the factorisation above it is about \(24c^3\) for small \(c\), so it is an error of order \(\Delta\tau^3\) per factor that vanishes as the time step shrinks.

The sign of \(c\) matters too. For \(c<0\), \(e^c<1\), whereas \(1-w+w\cosh l\ge 1\) for any real \(l\) and any \(w\ge 0\), so a repulsive factor in this form has no such real field.

The theorems concern numbers in exact real arithmetic. They do not address rounding, the time-step error from splitting the propagator, the sign of the fermion determinants or the efficiency of the sampling.

A different formulation would take \(m\) to be a Hermitian matrix with eigenvalues in \(\{-2,\dots,2\}\). The identity would then be an equation between matrices, as for the charge operator in the many-body propagator. Its proof would apply the scalar identity to each eigenvalue, and the lattice version would also need the matrices on different sites to commute.
